# A Hermitian Projector Is the Gram Matrix of Its Columns

To obtain coefficients of fractional parentage from an antisymmetriser, one can take a nonzero column of its matrix in an orthonormal basis of godparent states and divide it by the square root of its diagonal element. A godparent state is an antisymmetric state of $N-1$ electrons combined with one further electron, not yet antisymmetrised over all $N$. If the antisymmetriser maps the space spanned by this basis into itself, the division normalises the column, because the matrix $P$ then contains the overlaps of its own columns. The same fact shows which projected godparents are orthogonal, and idempotency shows when some of them are redundant.

Let $P$ be a complex square matrix over a finite set of labels for orthonormal godparents, and let $\psi_k$ be its column $k$, with components $(\psi_k)_i=P_{ik}$. This is godparent $k$ after projection. The claim is that $P$ is Hermitian and idempotent if and only if $\langle\psi_i,\psi_j\rangle=P_{ij}$ for all $i,j$. For such a $P$, the columns are linearly independent exactly when $P=1$, and they span a space of dimension $\operatorname{tr}P$.

The two conditions on $P$ stand for properties of the antisymmetriser. Here the antisymmetriser is the signed sum over all permutations of the $N$ electrons, divided by $N!$; with the other common prefactor, $1/\sqrt{N!}$, it would not be idempotent for $N\ge 2$. It is Hermitian because permutations act unitarily and each occurs together with its inverse, with the same sign, and idempotent because antisymmetrising a second time changes nothing. Its matrix inherits idempotency if the godparents span a space that the antisymmetriser maps into itself; a truncated basis can spoil this.

## Overlaps, redundancy and norms

With the product conjugate-linear in its first slot,

$$\langle\psi_i,\psi_j\rangle=\sum_m \overline{P_{mi}}\,P_{mj}=(P^\dagger P)_{ij}.$$

If $P^\dagger=P$ and $P^2=P$, the right-hand side is $P_{ij}$. Conversely, suppose that $P^\dagger P=P$. Then $P^\dagger=(P^\dagger P)^\dagger=P^\dagger P=P$, so $P$ is Hermitian, and substituting this into $P^\dagger P=P$ gives $P^2=P$.

From here on $P$ is a projector. Columns $i$ and $j$ are orthogonal exactly when $P_{ij}=0$. For $i=j$ this says that godparent $i$ is annihilated exactly when $P_{ii}=0$.

Component $i$ of column $k$ of $P^2=P$ reads $\sum_j P_{ij}P_{jk}=P_{ik}$, or

$$\sum_j P_{jk}\,\psi_j=\psi_k .$$

Subtracting $\psi_k=\sum_j\delta_{jk}\psi_j$ gives $\sum_j(P_{jk}-\delta_{jk})\psi_j=0$. If the columns are independent, every coefficient vanishes and $P=1$. If $P=1$, the columns are the unit vectors, which are independent. A projector other than the identity therefore has linearly dependent columns.

To count the independent states, let $S$ be the span of the columns. For any vector $x$, $Px=\sum_j x_j\psi_j$ lies in $S$. Idempotency gives $P\psi_k=\psi_k$, so $P$ fixes all of $S$. Every $x$ splits as $Px+(x-Px)$, where the first part is in $S$ and the second is annihilated by $P$; only the zero vector is both fixed and annihilated. In a basis adapted to this splitting, $P$ is diagonal with $\dim S$ ones and otherwise zeros, hence $\operatorname{tr}P=\dim S$.

Finally, the diagonal overlap is $\sum_i|P_{ik}|^2=P_{kk}$. If $\psi_k\neq0$, then $P_{kk}>0$, and the coefficients $c_i=P_{ik}/\sqrt{P_{kk}}$ satisfy

$$\sum_i|c_i|^2=\frac{P_{kk}}{P_{kk}}=1 .$$

Two electrons in orthonormal spin orbitals $a$ and $b$ give a small physical example. On the products $ab$ and $ba$, the antisymmetriser has diagonal elements $\tfrac12$ and off-diagonal elements $-\tfrac12$. Its columns are $(\tfrac12,-\tfrac12)$ and $(-\tfrac12,\tfrac12)$, each the negative of the other. The trace is $1$, and the first column normalises to $(1,-1)/\sqrt2$.

## Projected godparents as matrix columns

In Lean, the godparents are labelled by an arbitrary finite type `n`.

```lean
import Mathlib

open Matrix

namespace GodparentProjection

noncomputable section

variable {n : Type*} [Fintype n]
```

The physical input is a pair of equations for the matrix. They are assumed for `P`; neither the permutations nor the angular-momentum coupling behind an actual antisymmetriser is constructed.

```lean
/-- A matrix acting on orthonormal godparent states is a projector when it is Hermitian
and idempotent. -/
structure IsProjector (P : Matrix n n ℂ) : Prop where
  hermitian : Pᴴ = P
  idempotent : P * P = P
```

A projected godparent is a column, so `godparentState P k` holds the second index of `P` fixed.

```lean
/-- The projected godparent state `k`: column `k` of the matrix `P`. -/
def godparentState (P : Matrix n n ℂ) (k : n) : n → ℂ := fun i => P i k
```

In the overlap, `star` conjugates the components of the first state, and `⬝ᵥ` multiplies componentwise and sums without further conjugation. This is the convention used above.

```lean
/-- The Hermitian overlap of the projected godparent states `i` and `j`. -/
def overlap (P : Matrix n n ℂ) (i j : n) : ℂ :=
  star (godparentState P i) ⬝ᵥ godparentState P j
```

The coefficient $c_i$ for projected state $k$ is `parentage P k i`, with the state first and the godparent second. The square root is taken of a real part, which for a projector is the whole diagonal element. The definition also fixes the phase: if godparent $k$ survives the projection, its coefficient in its own normalised state is $\sqrt{P_{kk}}$, which is positive.

```lean
/-- The coefficient of fractional parentage of godparent `i` in the normalised projected state `k`,
when `P` is a projector whose diagonal element `P k k` is not zero. -/
def parentage (P : Matrix n n ℂ) (k i : n) : ℂ :=
  P i k / ((Real.sqrt (P k k).re : ℝ) : ℂ)
```

## The Gram matrix and orthogonality

The first lemma is the formula $\langle\psi_i,\psi_j\rangle=(P^\dagger P)_{ij}$, valid for any square matrix. Unfolding the definitions makes both sides the same sum.

```lean
/-- The overlaps of the columns of any square matrix are the entries of `Pᴴ * P`. -/
theorem overlap_eq_gram (P : Matrix n n ℂ) (i j : n) :
    overlap P i j = (Pᴴ * P) i j := by
  simp only [overlap, godparentState, dotProduct, Matrix.mul_apply,
    Matrix.conjTranspose_apply, Pi.star_apply]
```

The equivalence follows. In the forward direction, the two projector equations rewrite $P^\dagger P$ to $P$. In the reverse direction, `hg` collects the overlaps into the matrix equation $P^\dagger P=P$, the `calc` block derives Hermiticity from it, and rewriting `hg` with that result leaves idempotency.

```lean
/-- A matrix is a projector exactly when the Gram matrix of its columns is the matrix
itself. -/
theorem isProjector_iff_overlap_eq (P : Matrix n n ℂ) :
    IsProjector P ↔ ∀ i j, overlap P i j = P i j := by
  constructor
  · intro hP i j
    rw [overlap_eq_gram, hP.hermitian, hP.idempotent]
  · intro h
    have hg : Pᴴ * P = P := by
      ext i j
      rw [← overlap_eq_gram]
      exact h i j
    -- a Gram matrix is Hermitian, hence so is `P`
    have hh : Pᴴ = P := by
      calc Pᴴ = (Pᴴ * P)ᴴ := by rw [hg]
        _ = Pᴴ * P := by
          rw [Matrix.conjTranspose_mul, Matrix.conjTranspose_conjTranspose]
        _ = P := hg
    rw [hh] at hg
    exact ⟨hh, hg⟩
```

Orthogonality of two columns is then a statement about a single matrix element, and the proof replaces the overlap by that element.

```lean
/-- Two projected godparent states are orthogonal exactly when the corresponding matrix
element of the projector vanishes. -/
theorem orthogonal_iff {P : Matrix n n ℂ} (hP : IsProjector P) (i j : n) :
    overlap P i j = 0 ↔ P i j = 0 := by
  rw [(isProjector_iff_overlap_eq P).mp hP i j]
```

## Redundant states and their number

The expansion of $\psi_k$ is the $(i,k)$ entry of $P^2=P$, with the factors in each term exchanged.

```lean
/-- Each projected godparent state is the combination of all projected godparent states
with the entries of its own column as coefficients. -/
theorem state_expansion {P : Matrix n n ℂ} (hP : IsProjector P) (k : n) :
    ∑ j, P j k • godparentState P j = godparentState P k := by
  ext i
  have h := congrFun (congrFun hP.idempotent i) k
  rw [Matrix.mul_apply] at h
  simp only [Finset.sum_apply, Pi.smul_apply, smul_eq_mul, godparentState]
  exact (Finset.sum_congr rfl fun j _ => mul_comm _ _).trans h
```

`LinearIndependent ℂ (godparentState P)` concerns the columns as a labelled family, so two equal columns with different labels count as dependent. The forward proof applies independence to the coefficients $P_{jk}-\delta_{jk}$, whose combination vanishes by `state_expansion`. In the reverse proof, component $i$ of a vanishing combination of unit vectors is the coefficient $g_i$ itself.

```lean
/-- The projected godparent states are linearly independent exactly when the projector is
the identity. -/
theorem linearIndependent_iff_eq_one [DecidableEq n] {P : Matrix n n ℂ}
    (hP : IsProjector P) :
    LinearIndependent ℂ (godparentState P) ↔ P = 1 := by
  constructor
  · intro h
    rw [Fintype.linearIndependent_iff] at h
    ext j k
    -- compare the expansion of state `k` with the state itself
    have h0 := h (fun j => P j k - (1 : Matrix n n ℂ) j k) (by
      simp only [sub_smul, Finset.sum_sub_distrib]
      rw [state_expansion hP k]
      simp [Matrix.one_apply]) j
    exact sub_eq_zero.mp h0
  · rintro rfl
    rw [Fintype.linearIndependent_iff]
    intro g hg i
    have h := congrFun hg i
    simpa [godparentState, Matrix.one_apply, Finset.sum_apply] using h
```

For a finite godparent basis on which the antisymmetriser closes, the next theorem tells an atomic-structure calculation how many independent antisymmetric states the columns supply. The dimension, a natural number, is read as a complex number so that it can equal the trace.

The proof establishes `hproj`, which says that `P` maps every vector into the span and fixes the vectors already there. The first part writes $Px$ as a combination of columns. The second checks the columns by idempotency and extends the result to sums and multiples by induction over the span. Mathlib's theorem on the trace of a projection then supplies the dimension count, and the closing rewrites identify the trace of the linear map with that of the matrix.

```lean
/-- The dimension of the space spanned by the projected godparent states is the trace of
the projector. -/
theorem finrank_span_eq_trace [DecidableEq n] {P : Matrix n n ℂ} (hP : IsProjector P) :
    (Module.finrank ℂ (Submodule.span ℂ (Set.range (godparentState P))) : ℂ)
      = P.trace := by
  -- `P` maps into the span of its columns and fixes every vector there
  have hproj : LinearMap.IsProj (Submodule.span ℂ (Set.range (godparentState P)))
      (Matrix.toLin' P) := by
    constructor
    · intro x
      have hx : Matrix.toLin' P x = ∑ j, x j • godparentState P j := by
        ext i
        simp [Matrix.toLin'_apply, Matrix.mulVec, dotProduct, godparentState,
          Finset.sum_apply, mul_comm]
      rw [hx]
      exact Submodule.sum_mem _ fun j _ =>
        Submodule.smul_mem _ _ (Submodule.subset_span ⟨j, rfl⟩)
    · intro x hx
      induction hx using Submodule.span_induction with
      | mem x h =>
        obtain ⟨k, rfl⟩ := h
        ext i
        rw [Matrix.toLin'_apply]
        exact congrFun (congrFun hP.idempotent i) k
      | zero => simp
      | add x y _ _ hx hy => rw [map_add, hx, hy]
      | smul a x _ hx => rw [map_smul, hx]
  have h := hproj.trace
  rw [LinearMap.trace_eq_matrix_trace ℂ (Pi.basisFun ℂ n),
    LinearMap.toMatrix_eq_toMatrix', LinearMap.toMatrix'_toLin'] at h
  exact h.symm
```

## Normalised parentage coefficients

The squared norm of a column comes from the real part of its diagonal overlap, where each term $\overline{P_{ik}}P_{ik}$ becomes $|P_{ik}|^2$.

```lean
/-- The squared norm of a projected godparent state is the diagonal element of the
projector. -/
theorem sum_norm_sq {P : Matrix n n ℂ} (hP : IsProjector P) (k : n) :
    ∑ i, ‖P i k‖ ^ 2 = (P k k).re := by
  have h := congrArg Complex.re ((isProjector_iff_overlap_eq P).mp hP k k)
  simp only [overlap, dotProduct, Pi.star_apply, Complex.re_sum] at h
  rw [← h]
  refine Finset.sum_congr rfl fun i _ => ?_
  rw [Complex.sq_norm, Complex.normSq_apply]
  simp [godparentState, Complex.mul_re]
```

Normalisation requires that godparent `k` survive the projection, which is the hypothesis `hk`. It provides a nonzero component, so the sum of squares is positive and with it $P_{kk}$. The step `hc` computes $|c_i|^2=|P_{ik}|^2/P_{kk}$; summing over $i$ gives $P_{kk}/P_{kk}=1$.

```lean
/-- If godparent `k` survives the projection, the squared moduli of its coefficients of
fractional parentage sum to one. -/
theorem parentage_normalised {P : Matrix n n ℂ} (hP : IsProjector P) (k : n)
    (hk : godparentState P k ≠ 0) :
    ∑ i, ‖parentage P k i‖ ^ 2 = 1 := by
  have hs := sum_norm_sq hP k
  -- a surviving state has positive squared norm
  have hpos : 0 < (P k k).re := by
    rw [← hs]
    obtain ⟨i, hi⟩ := Function.ne_iff.mp hk
    have hi' : 0 < ‖P i k‖ := norm_pos_iff.mpr hi
    exact Finset.sum_pos' (fun _ _ => sq_nonneg _)
      ⟨i, Finset.mem_univ i, pow_pos hi' 2⟩
  have hc : ∀ i, ‖parentage P k i‖ ^ 2 = ‖P i k‖ ^ 2 / (P k k).re := by
    intro i
    rw [parentage, norm_div, div_pow, Complex.norm_real, Real.norm_eq_abs, sq_abs,
      Real.sq_sqrt hpos.le]
  simp only [hc]
  rw [← Finset.sum_div, hs, div_self hpos.ne']
```

## Two electrons in two spin orbitals

The two-electron matrix is entered explicitly, with index `0` for $ab$ and `1` for $ba$.

```lean
/-- The two-particle antisymmetriser on the product states `ab` and `ba` of two orthonormal spin
orbitals. -/
def pairAntisymmetriser : Matrix (Fin 2) (Fin 2) ℂ :=
  !![1 / 2, -1 / 2; -1 / 2, 1 / 2]
```

Hermiticity and idempotency are checked entry by entry. The matrix differs from the identity because its `(0, 1)` element is $-\tfrac12$ and not $0$. By `linearIndependent_iff_eq_one`, its two columns are therefore dependent, as their opposite signs already showed.

```lean
/-- The two-particle antisymmetriser is a projector different from the identity. -/
theorem isProjector_witness :
    IsProjector pairAntisymmetriser ∧ pairAntisymmetriser ≠ 1 := by
  refine ⟨⟨?_, ?_⟩, ?_⟩
  · ext i j
    fin_cases i <;> fin_cases j <;>
      simp [pairAntisymmetriser, Matrix.conjTranspose_apply]
  · ext i j
    fin_cases i <;> fin_cases j <;>
      simp [pairAntisymmetriser, Matrix.mul_apply, Fin.sum_univ_succ] <;> norm_num
  · intro h
    have h01 := congrFun (congrFun h 0) 1
    simp [pairAntisymmetriser] at h01

end

end GodparentProjection
```

```lean
#print axioms GodparentProjection.isProjector_iff_overlap_eq
-- 'GodparentProjection.isProjector_iff_overlap_eq' depends on axioms: [propext, Classical.choice, Quot.sound]
#print axioms GodparentProjection.linearIndependent_iff_eq_one
-- 'GodparentProjection.linearIndependent_iff_eq_one' depends on axioms: [propext, Classical.choice, Quot.sound]
#print axioms GodparentProjection.finrank_span_eq_trace
-- 'GodparentProjection.finrank_span_eq_trace' depends on axioms: [propext, Classical.choice, Quot.sound]
#print axioms GodparentProjection.parentage_normalised
-- 'GodparentProjection.parentage_normalised' depends on axioms: [propext, Classical.choice, Quot.sound]
```
